# Orthonormalised orbitals that span an invariant subspace of a Hermitian matrix reproduce its eigenvalues there

A small set of muffin-tin orbitals is meant to describe a chosen group of one-electron states, and after orthonormalisation its small Hamiltonian matrix should return their energies. If the orbitals span the same space as those eigenstates, the eigenvalues of the small matrix are exactly these energies. The Hamiltonian then maps the span of the orbitals into itself, written as a matrix equation

$$HX = XA .$$

The column $j$ of $X$ holds the coefficients of orbital $j$ in an orthonormal basis of the full space, $H$ is the Hermitian Hamiltonian matrix in that basis, and $A$ is some square matrix. Multiplying by $X^\dagger$ gives $X^\dagger H X = (X^\dagger X)A$, so for linearly independent orbitals $A$ is their Hamiltonian matrix multiplied from the left by their inverse overlap. It need not be Hermitian.

The invariance is assumed, not derived from a muffin-tin construction; Nth-order orbitals generally satisfy it only approximately. The step from the Schrödinger operator on functions in space to a finite matrix $H$ is also left to the reader.

In the code, `n` labels the basis of the full space and `m` the orbitals. Both are finite, and all matrices are complex.

In Lean 4 with Mathlib:

```lean
import Mathlib

open Matrix

namespace OrthonormalMuffinTinOrbitals

variable {n m : Type*} [Fintype n] [Fintype m] [DecidableEq m]
```

## Orthonormal orbitals, projector and effective Hamiltonian

A square matrix $S$ orthonormalises the orbitals if it turns their overlap matrix into the identity, $S^\dagger (X^\dagger X) S = 1$. This forces the columns of $X$ to be linearly independent. In the muffin-tin literature $S$ often denotes structure constants and $P$ potential functions; here $S$ is the orthonormalising transformation and $P$ a projector.

```lean
/-- The matrix `S` orthonormalises the columns of `X`: the transformed overlap matrix
`Sᴴ (Xᴴ X) S` is the identity. -/
def Orthonormalises (X : Matrix n m ℂ) (S : Matrix m m ℂ) : Prop :=
  Sᴴ * (Xᴴ * X) * S = 1
```

The new orbitals are the columns of $W = XS$. The name `orbitals` refers to these, not to the columns of $X$.

```lean
/-- The transformed orbitals `W = X S`, one per column. -/
def orbitals (X : Matrix n m ℂ) (S : Matrix m m ℂ) : Matrix n m ℂ := X * S
```

From them one forms $P = WW^\dagger$. The definition accepts any $W$; that $P$ is a projector is proved below.

```lean
/-- The matrix `P = W Wᴴ` built from a set of orbitals `W`. -/
def projector (W : Matrix n m ℂ) : Matrix n n ℂ := W * Wᴴ
```

The effective Hamiltonian is $h = W^\dagger H W$.

```lean
/-- The effective Hamiltonian `Wᴴ H W`, the matrix of `H` between the orbitals `W`. -/
def effective (H : Matrix n n ℂ) (W : Matrix n m ℂ) : Matrix m m ℂ := Wᴴ * H * W
```

Symmetric (Löwdin) orthonormalisation uses the Hermitian matrix $S = (X^\dagger X)^{-1/2}$. For any Hermitian $S$ we have $S^\dagger = S$, and the condition reads $S X^\dagger X S = 1$. The later results do not require $S$ to be Hermitian, so $S = (L^\dagger)^{-1}$, obtained from the Cholesky factorisation $X^\dagger X = LL^\dagger$, serves as well.

```lean
/-- For a Hermitian `S`, orthonormalising the columns of `X` means `S Xᴴ X S = 1`. -/
theorem orthonormalises_iff_of_hermitian {X : Matrix n m ℂ} {S : Matrix m m ℂ}
    (hS : S.IsHermitian) : Orthonormalises X S ↔ S * Xᴴ * X * S = 1 := by
  unfold Orthonormalises
  rw [hS.eq, ← Matrix.mul_assoc S Xᴴ X]
```

## The projector leaves the original orbitals unchanged

Orthonormality is the normalisation condition written out:

$$W^\dagger W = S^\dagger X^\dagger X S = 1 .$$

```lean
/-- If `S` orthonormalises the columns of `X`, the orbitals `W = X S` are orthonormal. -/
theorem orbitals_orthonormal {X : Matrix n m ℂ} {S : Matrix m m ℂ}
    (hS : Orthonormalises X S) : (orbitals X S)ᴴ * orbitals X S = 1 := by
  unfold Orthonormalises at hS
  rw [← hS]
  simp only [orbitals, conjTranspose_mul, Matrix.mul_assoc]
```

Put $T = S^\dagger X^\dagger X$. The condition says $TS = 1$. Since $S$ and $T$ are square and finite, also $ST = 1$, which is what `mul_eq_one_comm` supplies. Therefore

$$PX = X S S^\dagger X^\dagger X = X(ST) = X .$$

```lean
/-- If `S` orthonormalises the columns of `X`, then `P = W Wᴴ` leaves every column of `X`
unchanged. -/
theorem projector_mul_basis {X : Matrix n m ℂ} {S : Matrix m m ℂ}
    (hS : Orthonormalises X S) : projector (orbitals X S) * X = X := by
  -- a left inverse of a square matrix is also a right inverse
  have hT : S * (Sᴴ * (Xᴴ * X)) = 1 := mul_eq_one_comm.mp hS
  calc projector (orbitals X S) * X = X * (S * (Sᴴ * (Xᴴ * X))) := by
        simp only [projector, orbitals, conjTranspose_mul, Matrix.mul_assoc]
    _ = X := by rw [hT, Matrix.mul_one]
```

## Invariance is equivalent to commutation with the projector

Suppose $HX = XA$. Then $HP = HXSW^\dagger = XASW^\dagger$, and $PX = X$ gives

$$PHP = HP .$$

Because $H$ and $P$ are Hermitian, the adjoint of this equation is $PHP = PH$. Hence $PH = HP$. In the code the adjoint is taken by `congrArg conjTranspose`.

Conversely, if $P$ commutes with $H$, then

$$HX = HPX = PHX = X\,(S W^\dagger H X),$$

and the bracket is a suitable $A$.

```lean
/-- Let `S` orthonormalise the columns of `X` and let `H` be Hermitian. The column space of `X`
is invariant, `H X = X A` for some `A`, exactly when `P = W Wᴴ` commutes with `H`. -/
theorem invariant_iff_commute {H : Matrix n n ℂ} {X : Matrix n m ℂ} {S : Matrix m m ℂ}
    (hH : H.IsHermitian) (hS : Orthonormalises X S) :
    (∃ A : Matrix m m ℂ, H * X = X * A) ↔
      projector (orbitals X S) * H = H * projector (orbitals X S) := by
  have hPX := projector_mul_basis hS
  have hP : (projector (orbitals X S))ᴴ = projector (orbitals X S) := by
    simp only [projector, conjTranspose_mul, conjTranspose_conjTranspose]
  constructor
  · rintro ⟨A, hA⟩
    have h0 : H * projector (orbitals X S) = X * (A * (S * (orbitals X S)ᴴ)) := by
      calc H * projector (orbitals X S) = H * X * (S * (orbitals X S)ᴴ) := by
            simp only [projector, orbitals, Matrix.mul_assoc]
        _ = X * (A * (S * (orbitals X S)ᴴ)) := by rw [hA, Matrix.mul_assoc]
    have h1 : projector (orbitals X S) * (H * projector (orbitals X S))
        = H * projector (orbitals X S) := by
      rw [h0, ← Matrix.mul_assoc, hPX]
    -- the adjoint of P H P = H P is P H P = P H
    have h2 := congrArg conjTranspose h1
    simp only [conjTranspose_mul, hP, hH.eq] at h2
    calc projector (orbitals X S) * H
        = projector (orbitals X S) * H * projector (orbitals X S) := h2.symm
      _ = H * projector (orbitals X S) := by rw [Matrix.mul_assoc, h1]
  · intro hc
    refine ⟨S * ((orbitals X S)ᴴ * (H * X)), ?_⟩
    calc H * X = H * (projector (orbitals X S) * X) := by rw [hPX]
      _ = projector (orbitals X S) * H * X := by rw [hc, Matrix.mul_assoc]
      _ = X * (S * ((orbitals X S)ᴴ * (H * X))) := by
        simp only [projector, orbitals, Matrix.mul_assoc]
```

## The effective Hamiltonian is $A$ in the new basis

With $HX = XA$ and $ST = 1$,

$$Sh = S S^\dagger X^\dagger H X S = (S S^\dagger X^\dagger X) A S = AS .$$

Since $S$ is invertible, this says $h = S^{-1}AS$.

```lean
/-- If `H X = X A` and `S` orthonormalises the columns of `X`, the effective Hamiltonian `h`
is `A` in the new basis: `S h = A S`. -/
theorem effective_similar {H : Matrix n n ℂ} {X : Matrix n m ℂ} {A S : Matrix m m ℂ}
    (hA : H * X = X * A) (hS : Orthonormalises X S) :
    S * effective H (orbitals X S) = A * S := by
  have hT : S * (Sᴴ * (Xᴴ * X)) = 1 := mul_eq_one_comm.mp hS
  calc S * effective H (orbitals X S) = S * (Sᴴ * (Xᴴ * (H * X))) * S := by
        simp only [effective, orbitals, conjTranspose_mul, Matrix.mul_assoc]
    _ = S * (Sᴴ * (Xᴴ * X)) * (A * S) := by
        rw [hA]
        simp only [Matrix.mul_assoc]
    _ = A * S := by rw [hT, Matrix.one_mul]
```

It follows that $H$ acts on the new orbitals through $h$ alone:

$$HW = HXS = XAS = XSh = Wh .$$

```lean
/-- If `H X = X A` and `S` orthonormalises the columns of `X`, then `H` acts within the orbitals
`W = X S` through the effective Hamiltonian: `H W = W (Wᴴ H W)`. -/
theorem hamiltonian_mul_orbitals {H : Matrix n n ℂ} {X : Matrix n m ℂ} {A S : Matrix m m ℂ}
    (hA : H * X = X * A) (hS : Orthonormalises X S) :
    H * orbitals X S = orbitals X S * effective H (orbitals X S) := by
  calc H * orbitals X S = X * (A * S) := by
        rw [orbitals, ← Matrix.mul_assoc, hA, Matrix.mul_assoc]
    _ = orbitals X S * effective H (orbitals X S) := by
        rw [← effective_similar hA hS, ← Matrix.mul_assoc]
        rfl
```

## Exact energies within the span

The main theorem takes a Hermitian $H$, the equation $HX = XA$ and an orthonormalising $S$, and concludes that:

- $W^\dagger W = 1$;
- $P$ is Hermitian, satisfies $P^2 = P$, and has as its range the column space of $X$, written `Set.range X.mulVec`;
- $PH = HP$;
- a complex number $E$ is an eigenvalue of $h$ exactly when $H$ has a nonzero eigenvector with eigenvalue $E$ in the column space of $X$.

For the projector, $P^\dagger = P$ is immediate and $P^2 = W(W^\dagger W)W^\dagger = P$. Every $Pv$ equals $X(SW^\dagger v)$, and every $Xc$ equals $P(Xc)$, so the two ranges agree.

For the eigenvalues, let $hv = Ev$ with $v \neq 0$. Then $H(Wv) = Whv = E\,Wv$. The vector $Wv = X(Sv)$ lies in the column space, and it is nonzero because $W^\dagger W v = v$.

In the other direction, let $H\psi = E\psi$ with $\psi = Xc \neq 0$, and put $u = W^\dagger\psi$. Then $Wu = P\psi = \psi$, the equation called `hback` in the code. So $u \neq 0$, and

$$hu = W^\dagger H W u = W^\dagger H\psi = E u .$$

```lean
/-- Let `H` be Hermitian, `H X = X A`, and let `S` orthonormalise the columns of `X`. Then
`W = X S` has orthonormal columns, `P = W Wᴴ` is the orthogonal projector onto the column space
of `X` and commutes with `H`, and the eigenvalues of `Wᴴ H W` are exactly those eigenvalues
of `H` that have an eigenvector in this space. -/
theorem orthonormal_orbitals_exact {H : Matrix n n ℂ} {X : Matrix n m ℂ} {A S : Matrix m m ℂ}
    (hH : H.IsHermitian) (hA : H * X = X * A) (hS : Orthonormalises X S) :
    (orbitals X S)ᴴ * orbitals X S = 1 ∧
    (projector (orbitals X S)).IsHermitian ∧
    projector (orbitals X S) * projector (orbitals X S) = projector (orbitals X S) ∧
    Set.range (projector (orbitals X S)).mulVec = Set.range X.mulVec ∧
    projector (orbitals X S) * H = H * projector (orbitals X S) ∧
    ∀ E : ℂ, (∃ v : m → ℂ, v ≠ 0 ∧ effective H (orbitals X S) *ᵥ v = E • v) ↔
      ∃ ψ : n → ℂ, ψ ≠ 0 ∧ ψ ∈ Set.range X.mulVec ∧ H *ᵥ ψ = E • ψ := by
  have hW := orbitals_orthonormal hS
  have hPX := projector_mul_basis hS
  refine ⟨hW, ?_, ?_, ?_, (invariant_iff_commute hH hS).mp ⟨A, hA⟩, fun E => ⟨?_, ?_⟩⟩
  · exact Matrix.isHermitian_mul_conjTranspose_self _
  · calc projector (orbitals X S) * projector (orbitals X S)
        = orbitals X S * ((orbitals X S)ᴴ * orbitals X S) * (orbitals X S)ᴴ := by
          simp only [projector, Matrix.mul_assoc]
      _ = projector (orbitals X S) := by rw [hW, Matrix.mul_one, projector]
  · ext ψ
    constructor
    · rintro ⟨v, rfl⟩
      refine ⟨(S * (orbitals X S)ᴴ) *ᵥ v, ?_⟩
      rw [Matrix.mulVec_mulVec, ← Matrix.mul_assoc]
      rfl
    · rintro ⟨c, rfl⟩
      exact ⟨X *ᵥ c, by rw [Matrix.mulVec_mulVec, hPX]⟩
  · -- an eigenvector v of the effective Hamiltonian lifts to W v
    rintro ⟨v, hv, hE⟩
    refine ⟨orbitals X S *ᵥ v, fun h0 => hv ?_, ⟨S *ᵥ v, ?_⟩, ?_⟩
    · rw [← Matrix.one_mulVec v, ← hW, ← Matrix.mulVec_mulVec, h0, Matrix.mulVec_zero]
    · rw [Matrix.mulVec_mulVec, orbitals]
    · rw [Matrix.mulVec_mulVec, hamiltonian_mul_orbitals hA hS, ← Matrix.mulVec_mulVec, hE,
        Matrix.mulVec_smul]
  · -- an eigenvector ψ in the column space has the coefficients Wᴴ ψ
    rintro ⟨ψ, hψ, ⟨c, rfl⟩, hE⟩
    have hback : orbitals X S *ᵥ ((orbitals X S)ᴴ *ᵥ (X *ᵥ c)) = X *ᵥ c := by
      rw [Matrix.mulVec_mulVec, Matrix.mulVec_mulVec]
      exact congrArg (fun M => M *ᵥ c) hPX
    refine ⟨(orbitals X S)ᴴ *ᵥ (X *ᵥ c), fun h0 => hψ ?_, ?_⟩
    · rw [← hback, h0, Matrix.mulVec_zero]
    · rw [effective, ← Matrix.mulVec_mulVec, hback, ← Matrix.mulVec_mulVec, hE,
        Matrix.mulVec_smul]
```

In electronic structure this is the algebra of a minimal orthonormal orbital set for a selected group of bands, for a finite one-electron matrix and a span that is exactly invariant.

## A two-level example, and the same matrix without invariance

Take

$$H = \begin{pmatrix} 0 & 12 \\ 12 & 7 \end{pmatrix}, \qquad X = \begin{pmatrix} 3 \\ 4 \end{pmatrix}.$$

Then $HX = (48, 64)^{T} = 16X$, so $A = 16$. The column has length 5, so $S = 1/5$, and the normalised orbital is $W = (3/5, 4/5)^{T}$ with $h = 16$. The code checks that $H$ and $S$ are Hermitian, that $HX = XA$, and that $S$ orthonormalises $X$, entry by entry.

```lean
/-- The Hermitian matrix `H` with rows (0, 12) and (12, 7), the single column `X` = (3, 4),
`A` = 16 and the Hermitian `S` = 1/5 satisfy `H X = X A`, and `S` orthonormalises `X`. -/
theorem orthonormal_orbitals_witness :
    (!![0, 12; 12, 7] : Matrix (Fin 2) (Fin 2) ℂ).IsHermitian ∧
    (!![1 / 5] : Matrix (Fin 1) (Fin 1) ℂ).IsHermitian ∧
    (!![0, 12; 12, 7] : Matrix (Fin 2) (Fin 2) ℂ) * (!![3; 4] : Matrix (Fin 2) (Fin 1) ℂ)
      = (!![3; 4] : Matrix (Fin 2) (Fin 1) ℂ) * (!![16] : Matrix (Fin 1) (Fin 1) ℂ) ∧
    Orthonormalises (!![3; 4] : Matrix (Fin 2) (Fin 1) ℂ) !![1 / 5] := by
  refine ⟨Matrix.IsHermitian.ext fun i j => ?_, Matrix.IsHermitian.ext fun i j => ?_, ?_, ?_⟩
  · fin_cases i <;> fin_cases j <;> simp
  · fin_cases i
    fin_cases j
    simp
  · ext i j
    fin_cases i <;> fin_cases j <;>
      simp [Matrix.mul_apply, Fin.sum_univ_succ] <;> norm_num
  · -- the entries of X are real
    have h3 : (starRingEnd ℂ) 3 = 3 := Complex.ext (by simp) (by simp)
    have h4 : (starRingEnd ℂ) 4 = 4 := Complex.ext (by simp) (by simp)
    unfold Orthonormalises
    ext i j
    fin_cases i
    fin_cases j
    simp [Matrix.mul_apply, Fin.sum_univ_succ]
    norm_num [h3, h4]

end OrthonormalMuffinTinOrbitals
```

The other eigenvalue of $H$ is $-9$, with eigenvector $(4,-3)^{T}$ outside the span, and $h$ does not contain it.

Now keep $H$ but choose $X = (1, 0)^{T}$ and $S = 1$. The orbital is normalised, yet $HX = (0, 12)^{T}$ is not a multiple of $X$, so no $A$ exists. The effective Hamiltonian is $h = 0$, which is not an eigenvalue of $H$. A Hermitian $H$ and orthonormal orbitals are therefore not enough for exact energies.

```lean
#print axioms OrthonormalMuffinTinOrbitals.orthonormalises_iff_of_hermitian
-- 'OrthonormalMuffinTinOrbitals.orthonormalises_iff_of_hermitian' depends on axioms: [propext, Classical.choice, Quot.sound]
#print axioms OrthonormalMuffinTinOrbitals.orthonormal_orbitals_exact
-- 'OrthonormalMuffinTinOrbitals.orthonormal_orbitals_exact' depends on axioms: [propext, Classical.choice, Quot.sound]
```
